# The xy coefficient of det(M + xA + yB) for invertible M: Coulomb minus exchange

Two orthonormal orbitals already show where exchange comes from. For $2\times2$ matrices $A$ and $B$, the coefficient of $xy$ in
$$\det\begin{pmatrix}1+xa_{11}+yb_{11} & xa_{12}+yb_{12}\\ xa_{21}+yb_{21} & 1+xa_{22}+yb_{22}\end{pmatrix}$$
is $a_{11}b_{22}+a_{22}b_{11}-a_{12}b_{21}-a_{21}b_{12}=\operatorname{tr}A\operatorname{tr}B-\operatorname{tr}(AB)$. The diagonal product gives the Coulomb-like terms and the transposition gives the exchange terms. With a single orbital the coefficient is $a_{11}b_{11}-a_{11}b_{11}=0$: one electron does not interact with itself.

For an invertible overlap matrix $M$ of any finite size, the coefficient becomes
$$\det M\,\bigl[\operatorname{tr}(M^{-1}A)\operatorname{tr}(M^{-1}B)-\operatorname{tr}(M^{-1}AM^{-1}B)\bigr].$$

## Equal, finite numbers of orbitals and commuting entries

Let $M_{ik}=\langle\phi_i|\psi_k\rangle$ be the overlaps between the occupied spin orbitals of two Slater determinants, and let $A$, $B$ hold the matrix elements of one-electron operators $a$, $b$ between the same orbitals. Up to the normalisation of the determinants, the coefficient of $xy$ is then the matrix element of $\sum_{p\neq q}a(p)\,b(q)$, where $p$ and $q$ number the electrons: $a$ and $b$ act on different electrons. Equal electron numbers make the matrices square, with rows and columns labelled by the finite type `n`. The entries lie in a commutative ring `R`, for instance $\mathbb C$. Without commuting entries the usual determinant and its product rule are lost; the matrices $A$ and $B$ themselves need not commute.

```lean
import Mathlib

open Polynomial Matrix

namespace LowdinSecondOrder

variable {n R : Type*} [Fintype n] [DecidableEq n] [CommRing R]
```

`perturbedDet` is a genuine polynomial: in `R[X][X]`, `C X` is $x$ and the outer `X` is $y$.

```lean
/-- The determinant `det (M + x A + y B)` as a polynomial in two variables: the inner variable
is `x`, the outer one is `y`. -/
noncomputable def perturbedDet (M A B : Matrix n n R) : R[X][X] :=
  det (M.map (fun r => C (C r)) + (C X : R[X][X]) • A.map (fun r => C (C r))
    + (X : R[X][X]) • B.map (fun r => C (C r)))
```

`mixedCoeff` reads off the coefficient of $y$, then that of $x$.

```lean
/-- The coefficient of `x y` in `det (M + x A + y B)`. -/
noncomputable def mixedCoeff (M A B : Matrix n n R) : R :=
  ((perturbedDet M A B).coeff 1).coeff 1
```

The second-order cofactor takes $A$ and $B$ to be matrix units, with a single entry 1 at $(i,k)$ and $(j,l)$.

```lean
/-- The second-order cofactor of `M` for rows `i, j` and columns `k, l`: the coefficient of `x y`
in the determinant of `M` with `x` added to entry `(i, k)` and `y` added to entry `(j, l)`. -/
noncomputable def secondCofactor (M : Matrix n n R) (i j k l : n) : R :=
  mixedCoeff M (Matrix.single i k 1) (Matrix.single j l 1)
```

## Parameters that square to zero

The conditions $x^2=y^2=0$ say that each one-electron perturbation acts at most once. By hand, every non-identity permutation in $\det(1+xA)$ moves at least two indices and carries $x^2$, so only the diagonal product survives, giving $1+x\operatorname{tr}A$. Without the condition higher terms can remain: $A=1$ in two dimensions gives $1+2x+x^2$.

```lean
/-- To first order in a perturbation parameter with `x² = 0`, the determinant of `1 + x A`
changes by `x` times the trace of `A`. -/
theorem det_first_order {x : R} (hx : x ^ 2 = 0) (A : Matrix n n R) :
    det (1 + x • A) = 1 + x * trace A := by
  rw [Matrix.det_one_add_smul, hx]
  ring
```

For two parameters, multiply out:
$$(1+xA)(1+yB)(1-xyAB)=1+xA+yB-x^2yA^2B-xy^2BAB-x^2y^2ABAB.$$
The last three terms vanish. Since $(xy)^2=0$ as well, the first-order rule applies to each factor, and
$$\det(1+xA+yB)=(1+x\operatorname{tr}A)(1+y\operatorname{tr}B)(1-xy\operatorname{tr}(AB)).$$
Its $xy$ term is $\operatorname{tr}A\operatorname{tr}B-\operatorname{tr}(AB)$. In the proof, `expand` is the multiplication, `key` drops the squares, and `linear_combination` collects the product of determinants.

```lean
/-- For two perturbation parameters with `x² = y² = 0`, the `x y` term of `det (1 + x A + y B)`
is the product of the traces minus the trace of the product. -/
theorem det_second_order {x y : R} (hx : x ^ 2 = 0) (hy : y ^ 2 = 0) (A B : Matrix n n R) :
    det (1 + x • A + y • B) = 1 + x * trace A + y * trace B
      + x * y * (trace A * trace B - trace (A * B)) := by
  have hxy : (x * y) ^ 2 = 0 := by rw [mul_pow, hx, zero_mul]
  -- the last factor removes the product term `x y A B`
  have expand : (1 + x • A) * (1 + y • B) * (1 + (x * y) • (-(A * B)))
      = 1 + x • A + y • B - (x ^ 2 * y) • (A * (A * B)) - (x * y ^ 2) • (B * (A * B))
        - (x ^ 2 * y ^ 2) • (A * (B * (A * B))) := by
    simp only [mul_add, add_mul, mul_one, one_mul, Matrix.smul_mul, Matrix.mul_smul,
      mul_neg, smul_neg, mul_assoc]
    module
  have key : 1 + x • A + y • B
      = (1 + x • A) * (1 + y • B) * (1 + (x * y) • (-(A * B))) := by
    rw [expand]
    simp only [hx, hy, zero_mul, mul_zero, zero_smul, sub_zero]
  rw [key, det_mul, det_mul, det_first_order hx, det_first_order hy, det_first_order hxy,
    trace_neg]
  linear_combination (-(y * trace A * trace (A * B))
    - y ^ 2 * trace A * trace B * trace (A * B)) * hx - x * trace B * trace (A * B) * hy
```

## An invertible overlap

Invertibility means that $\det M$ is a unit; over $\mathbb C$, that the two determinants are not orthogonal. It permits the factorisation
$$M+xA+yB=M(1+xM^{-1}A+yM^{-1}B),$$
which is `h` below, with `N` as the inverse.

```lean
/-- The expansion of `det (M + x A + y B)` for `x² = y² = 0` and a matrix `M` with
inverse `N`. -/
theorem det_second_order_overlap {x y : R} (hx : x ^ 2 = 0) (hy : y ^ 2 = 0)
    {M N : Matrix n n R} (hMN : M * N = 1) (A B : Matrix n n R) :
    det (M + x • A + y • B) = det M * (1 + x * trace (N * A) + y * trace (N * B)
      + x * y * (trace (N * A) * trace (N * B) - trace (N * A * (N * B)))) := by
  have h : M + x • A + y • B = M * (1 + x • (N * A) + y • (N * B)) := by
    simp only [mul_add, mul_one, Matrix.mul_smul, ← mul_assoc, hMN, one_mul]
  rw [h, det_mul, det_second_order hx hy]
```

The main theorem does not assume that the polynomial variables square to zero. Instead, the next lemma sends the polynomial through any ring homomorphism that kills $x^2$ and $y^2$, using the fact that homomorphisms commute with determinants.

```lean
/-- For an invertible overlap matrix `M`, any ring homomorphism that sends `x²` and `y²` to zero
takes the same value on `det (M + x A + y B)` as on `det M * (1 + x a + y b + x y (a b - c))`, where
`a = tr (M⁻¹ A)`, `b = tr (M⁻¹ B)` and `c = tr (M⁻¹ A M⁻¹ B)`. -/
theorem map_perturbedDet {S : Type*} [CommRing S] (π : R[X][X] →+* S)
    (hx2 : π ((C X) ^ 2) = 0) (hy2 : π (X ^ 2) = 0)
    {M : Matrix n n R} (hM : IsUnit M.det) (A B : Matrix n n R) :
    π (perturbedDet M A B) = π (C (C (det M) + C (det M * trace (M⁻¹ * A)) * X)
      + C (C (det M * trace (M⁻¹ * B)) + C (det M * (trace (M⁻¹ * A) * trace (M⁻¹ * B)
        - trace (M⁻¹ * A * (M⁻¹ * B)))) * X) * X) := by
  obtain ⟨φ, hφ⟩ : ∃ φ : R →+* S, ∀ r, φ r = π (C (C r)) :=
    ⟨π.comp (C.comp C), fun _ => rfl⟩
  have hx : π (C X) ^ 2 = 0 := by rw [← map_pow, hx2]
  have hy : π X ^ 2 = 0 := by rw [← map_pow, hy2]
  have hN : φ.mapMatrix M * φ.mapMatrix M⁻¹ = 1 := by
    rw [← map_mul, Matrix.mul_nonsing_inv M hM, map_one]
  have htr : ∀ K : Matrix n n R, trace (φ.mapMatrix K) = φ (trace K) := by
    intro K
    simp only [Matrix.trace, Matrix.diag_apply, RingHom.mapMatrix_apply, Matrix.map_apply,
      map_sum]
  have hp := det_second_order_overlap hx hy hN (φ.mapMatrix A) (φ.mapMatrix B)
  rw [← map_mul φ.mapMatrix M⁻¹ A, ← map_mul φ.mapMatrix M⁻¹ B,
    ← map_mul φ.mapMatrix (M⁻¹ * A) (M⁻¹ * B), htr, htr, htr, ← φ.map_det M] at hp
  have hd : π (perturbedDet M A B) = det (φ.mapMatrix M + π (C X) • φ.mapMatrix A
      + π X • φ.mapMatrix B) := by
    rw [perturbedDet, RingHom.map_det]
    congr 1
    ext i j
    simp only [RingHom.mapMatrix_apply, Matrix.map_apply, Matrix.add_apply, Matrix.smul_apply,
      smul_eq_mul, map_add, map_mul, hφ]
  rw [hd, hp]
  simp only [hφ, map_mul, map_add, map_sub]
  ring
```

Taking the quotient by $(x^2,y^2)$ shows that the determinant equals the expected expression plus $ux^2+vy^2$ for some polynomials $u,v$. Neither remainder has an $xy$ term (`hu`, `hv`), so the coefficient can be read off.

```lean
/-- For an invertible overlap matrix `M`, the coefficient of `x y` in `det (M + x A + y B)` is
`det M` times the difference `tr (M⁻¹ A) tr (M⁻¹ B) - tr (M⁻¹ A M⁻¹ B)` between a Coulomb-like
product of traces and an exchange-like single trace. -/
theorem mixedCoeff_eq {M : Matrix n n R} (hM : IsUnit M.det) (A B : Matrix n n R) :
    mixedCoeff M A B = det M *
      (trace (M⁻¹ * A) * trace (M⁻¹ * B) - trace (M⁻¹ * A * (M⁻¹ * B))) := by
  -- work modulo `x²` and `y²`
  have hx : (C X : R[X][X]) ^ 2 ∈ (Ideal.span {(C X) ^ 2, X ^ 2} : Ideal R[X][X]) :=
    Ideal.subset_span (by simp)
  have hy : (X : R[X][X]) ^ 2 ∈ (Ideal.span {(C X) ^ 2, X ^ 2} : Ideal R[X][X]) :=
    Ideal.subset_span (by simp)
  have hq := map_perturbedDet
    (S := R[X][X] ⧸ (Ideal.span {(C X) ^ 2, X ^ 2} : Ideal R[X][X]))
    (Ideal.Quotient.mk (Ideal.span {(C X) ^ 2, X ^ 2} : Ideal R[X][X]))
    (Ideal.Quotient.eq_zero_iff_mem.mpr hx) (Ideal.Quotient.eq_zero_iff_mem.mpr hy) hM A B
  generalize trace (M⁻¹ * A * (M⁻¹ * B)) = c at hq ⊢
  generalize trace (M⁻¹ * A) = a at hq ⊢
  generalize trace (M⁻¹ * B) = b at hq ⊢
  -- the remainder is a combination of `x²` and `y²` and has no `x y` term
  obtain ⟨u, v, huv⟩ := Ideal.mem_span_pair.mp (Ideal.Quotient.eq.mp hq)
  have hsplit : perturbedDet M A B = C (C (det M) + C (det M * a) * X)
      + C (C (det M * b) + C (det M * (a * b - c)) * X) * X
      + u * C (X ^ 2) + v * X ^ 2 := by
    rw [C_pow]
    linear_combination -huv
  have hu : ((u * C (X ^ 2)).coeff 1).coeff 1 = 0 := by
    rw [coeff_mul_C, coeff_mul_X_pow']
    simp
  have hv : (v * X ^ 2).coeff 1 = 0 := by
    rw [coeff_mul_X_pow']
    simp
  rw [mixedCoeff, hsplit, coeff_add, coeff_add, hv, coeff_zero, add_zero,
    coeff_add, coeff_add, hu, add_zero,
    coeff_add, Polynomial.coeff_C_of_ne_zero one_ne_zero, coeff_C_mul, coeff_X_one, mul_one, zero_add,
    coeff_add, Polynomial.coeff_C_of_ne_zero one_ne_zero, coeff_C_mul, coeff_X_one, mul_one, zero_add]
```

For singular $M$ the coefficient still exists but the formula can fail. With $M=0$ in two dimensions and $A$, $B$ the two diagonal matrix units, the determinant is $xy$, with coefficient 1, whereas the factor $\det M=0$ makes the right-hand side 0, whatever value is assigned to $M^{-1}$ (Lean's convention is $M^{-1}=0$). Determinants that differ by a double excitation among orthonormal orbitals have a singular overlap of this kind.

Setting $M=1$ recovers the opening formula in any finite dimension.

```lean
/-- For orthonormal orbitals, `M = 1`, the mixed coefficient is `tr A tr B - tr (A B)`. -/
theorem mixedCoeff_orthonormal (A B : Matrix n n R) :
    mixedCoeff 1 A B = trace A * trace B - trace (A * B) := by
  simpa using mixedCoeff_eq (M := (1 : Matrix n n R)) (by simp) A B
```

## Integrals without assumed symmetry

For matrix units, $\operatorname{tr}(M^{-1}A)=(M^{-1})_{ki}$, $\operatorname{tr}(M^{-1}B)=(M^{-1})_{lj}$, and the single trace is $(M^{-1})_{li}(M^{-1})_{kj}$. The cofactor is therefore $\det M$ times a $2\times2$ minor of $M^{-1}$, and it vanishes for $i=j$. The proof evaluates these traces in `h1` and `h2`.

```lean
/-- The second-order cofactor of an invertible overlap matrix is `det M` times a two-by-two
minor of the inverse overlap matrix. -/
theorem secondCofactor_eq {M : Matrix n n R} (hM : IsUnit M.det) (i j k l : n) :
    secondCofactor M i j k l = det M * (M⁻¹ k i * M⁻¹ l j - M⁻¹ l i * M⁻¹ k j) := by
  have h1 : ∀ (K : Matrix n n R) (p q : n), trace (K * Matrix.single p q 1) = K q p := by
    intro K p q
    simp [Matrix.trace, Matrix.mul_apply, Matrix.single_apply, ite_and]
  have h2 : (M⁻¹ * (Matrix.single i k 1 : Matrix n n R) * M⁻¹) l j
      = M⁻¹ l i * M⁻¹ k j := by
    simp [Matrix.mul_apply, Matrix.single_apply, ite_and]
  rw [secondCofactor, mixedCoeff_eq hM, ← mul_assoc (M⁻¹ * Matrix.single i k 1), h1, h1, h1, h2]
```

Now contract with an arbitrary array $g_{ijkl}$, physically $\langle\phi_i\phi_j|r_{12}^{-1}|\psi_k\psi_l\rangle$ in atomic units. Exchanging the names $k$ and $l$ in the second term (`swap`) moves the antisymmetry onto the integrals, giving $g_{ijkl}-g_{ijlk}$. No symmetry of $g$ is used.

```lean
/-- Two-electron rule: for an invertible overlap matrix, integrals `g i j k l` contracted with the
second-order cofactors equal `det M` times the antisymmetrised integrals contracted with two
inverse overlap matrices. -/
theorem two_electron_rule {M : Matrix n n R} (hM : IsUnit M.det) (g : n → n → n → n → R) :
    ∑ i, ∑ j, ∑ k, ∑ l, g i j k l * secondCofactor M i j k l
      = det M * ∑ i, ∑ j, ∑ k, ∑ l, (g i j k l - g i j l k) * (M⁻¹ k i * M⁻¹ l j) := by
  rw [Finset.mul_sum]
  refine Finset.sum_congr rfl fun i _ => ?_
  rw [Finset.mul_sum]
  refine Finset.sum_congr rfl fun j _ => ?_
  -- relabel the two columns in the exchange part
  have swap : ∑ k, ∑ l, g i j k l * (M⁻¹ l i * M⁻¹ k j)
      = ∑ k, ∑ l, g i j l k * (M⁻¹ k i * M⁻¹ l j) := Finset.sum_comm
  calc ∑ k, ∑ l, g i j k l * secondCofactor M i j k l
      = det M * (∑ k, ∑ l, g i j k l * (M⁻¹ k i * M⁻¹ l j)
          - ∑ k, ∑ l, g i j k l * (M⁻¹ l i * M⁻¹ k j)) := by
        simp only [secondCofactor_eq hM, ← Finset.sum_sub_distrib, Finset.mul_sum]
        refine Finset.sum_congr rfl fun k _ => Finset.sum_congr rfl fun l _ => ?_
        ring
    _ = det M * ∑ k, ∑ l, (g i j k l - g i j l k) * (M⁻¹ k i * M⁻¹ l j) := by
        rw [swap]
        simp only [← Finset.sum_sub_distrib, sub_mul]

end LowdinSecondOrder
```

In non-orthogonal configuration interaction, half this sum is the electron-repulsion element between two determinants with prefactors $1/\sqrt{N!}$, for $N$ electrons and invertible $M$; a determinant whose own orbitals are not orthonormal need not be normalised. That identification is the usual Slater-determinant expansion, taken here as physical input.

```lean
#print axioms LowdinSecondOrder.mixedCoeff_eq
-- 'LowdinSecondOrder.mixedCoeff_eq' depends on axioms: [propext, Classical.choice, Quot.sound]
#print axioms LowdinSecondOrder.mixedCoeff_orthonormal
-- 'LowdinSecondOrder.mixedCoeff_orthonormal' depends on axioms: [propext, Classical.choice, Quot.sound]
#print axioms LowdinSecondOrder.two_electron_rule
-- 'LowdinSecondOrder.two_electron_rule' depends on axioms: [propext, Classical.choice, Quot.sound]
```
